# Block elimination for a tridiagonal multiple-scattering cluster: \((T^{-1})_{00} = S_0^{-1}\)

## Question

Let \(T\) be a tridiagonal matrix on sites \(0,\dots,n\) over a ring \(R\) that need not be commutative, with \(T_{kk}=A_k\), \(T_{k,k+1}=B_k\) and \(T_{k+1,k}=C_k\). Define pivots by \(S_n=A_n\) and \(S_k=A_k-B_kS_{k+1}^{-1}C_k\) for \(k<n\). The claim is that if every \(S_k\) is invertible, then \(T\) is invertible and \((T^{-1})_{00}=S_0^{-1}\), with \(S_0\) reached after \(n\) elimination steps. I have in mind the locally self-consistent multiple-scattering (LSMS) setting, where the entries are angular-momentum blocks and one wants the central-site block of an inverse cluster matrix. How does one state and prove this in Lean 4 with Mathlib?

## Answer

The claim holds over every ring, and the proof is a factorisation \(T=(1+U)D(1+L)\) with \(D\) the diagonal matrix of pivots. In multiple-scattering theory the cluster matrix at one energy is the block-diagonal matrix of inverse single-site scattering matrices minus the structure constants, and a site-diagonal block of its inverse is the on-site scattering-path operator of that site. Free-space structure constants generally couple distant sites too, even in a chain, so the tridiagonal form requires that couplings beyond neighbouring indices vanish or are neglected. The result then applies to a finite chain or a finite sequence of layers with equal block size. There index \(0\) is an end of the chain or the outermost layer, so, despite the theorem name `lsms_central_block`, the block obtained is that of an end site; the block of an interior site is not treated. An LSMS cluster matrix generally couples all pairs of sites, and elimination for such a dense matrix is not treated.

### Modelling choices

The entries live in `R` with `[Ring R]`, so multiplication keeps its order. Taking \(R\) to be a ring of square matrices gives the block case and forces all blocks to have one size. Sites are `Fin (n + 1)`. The data `A B C : ℕ → R` are sequences, of which only \(A_0,\dots,A_n\) and \(B_k,C_k\) with \(k<n\) enter \(T\). The matrix `upper n b` has \(b_k\) at position \((k,k+1)\), `lower n c` has \(c_k\) at \((k+1,k)\), and `tridiag n A B C` is \(T\).

The recursion `schur A B C m k` is the block of site \(k\) after the \(m\) sites beyond it have been eliminated, and `pivot n A B C k` is `schur A B C (n - k) k`, that is \(S_k\). "After \(n\) steps" means that the main theorem names `schur A B C n 0`, a recursion of depth \(n\); there is no statement about operation counts or rounding. Invertible means `IsUnit`, a two-sided inverse. `Ring.inverse` returns \(0\) on a non-unit, so `pivot_recursion` holds without hypotheses but describes an elimination only when the inverted pivots are units. That invertibility is assumed and not derived from scattering matrices or structure constants.

Three theorems assume that \(S_1,\dots,S_n\) are units. `udl_factorisation` gives the factorisation with both outer factors invertible. `isUnit_tridiag_iff` says that \(T\) is invertible exactly when \(S_0\) is. `first_column` says that any \(G\) with \(TG=1\) obeys \(S_0G_{00}=1\) and \(G_{k+1,0}=-S_{k+1}^{-1}C_kG_{k0}\) for \(k<n\), where `k.succ` is site \(k+1\) and `k.castSucc` is site \(k\). The main theorem `lsms_central_block` assumes that all of \(S_0,\dots,S_n\) are units and concludes that \(T\) is a unit and \((T^{-1})_{00}=S_0^{-1}\).

### Derivation

Define \(D=\mathrm{diag}(S_0,\dots,S_n)\) and, for \(k<n\), the only nonzero entries of \(U\) and \(L\) by
\[
U_{k,k+1}=B_kS_{k+1}^{-1},\qquad L_{k+1,k}=S_{k+1}^{-1}C_k .
\]

Step 1. Let \(f\) assign a natural number to each site, and let the matrix \(N\) satisfy \(N_{ij}=0\) whenever \(f(j)\le f(i)\). Then \((N^m)_{ij}=0\) whenever \(f(j)<f(i)+m\). For \(m=0\) the condition gives \(i\ne j\). For \(m+1\), each term of \(\sum_l (N^m)_{il}N_{lj}\) has either \(f(l)<f(i)+m\), which kills the first factor, or \(f(l)\ge f(i)+m\ge f(j)\), which kills the second. With \(m=\max f+1\) one gets \(N^m=0\), and \(1+N\) has the inverse \(\sum_{r<m}(-N)^r\). This applies to \(U\) with \(f(i)=i\) and to \(L\) with \(f(i)=n-i\).

Step 2. Write \(\mathrm{up}(u)\) and \(\mathrm{lo}(c)\) for `upper n u` and `lower n c`. In \(\sum_l \mathrm{up}(u)_{il}\,\mathrm{lo}(c)_{lj}\) a term needs \(l=i+1\) and \(l=j+1\). The product is therefore diagonal, with entry \(u_ic_i\) for \(i<n\) and \(0\) for \(i=n\).

Step 3. Expand
\[
(1+U)D(1+L)=D+UD+DL+U(DL).
\]
Here \((DL)_{k+1,k}=S_{k+1}S_{k+1}^{-1}C_k=C_k\) and \((UD)_{k,k+1}=B_kS_{k+1}^{-1}S_{k+1}=B_k\). By step 2, \(U(DL)\) is diagonal with entry \(B_kS_{k+1}^{-1}C_k=A_k-S_k\) for \(k<n\) and \(0=A_n-S_n\) for \(k=n\). Hence \(D+U(DL)=\mathrm{diag}(A_0,\dots,A_n)\) and the sum is \(T\).

Step 4. The outer factors are invertible, so \(T\) is invertible exactly when \(D\) is. If \(D\) is invertible, the \((0,0)\) entries of \(DD^{-1}=1\) and \(D^{-1}D=1\) show that \((D^{-1})_{00}\) is a two-sided inverse of \(S_0\). If \(S_0\) is a unit, \(\mathrm{diag}(S_0^{-1},\dots,S_n^{-1})\) inverts \(D\).

Step 5. Let \(TG=1\) and \(V=(1+U)^{-1}\), so that \(D(1+L)G=V\). Column \(0\) of \(U\) vanishes, so column \(0\) of \(V+VU=1\) reads \(V_{i0}=\delta_{i0}\), with \(\delta\) the Kronecker delta. Therefore
\[
S_i\bigl(G_{i0}+(LG)_{i0}\bigr)=\delta_{i0}.
\]
Row \(0\) of \(L\) vanishes, which gives \(S_0G_{00}=1\). For \(i=k+1\), cancelling the unit \(S_{k+1}\) gives \(G_{k+1,0}=-S_{k+1}^{-1}C_kG_{k0}\).

Step 6. If \(S_0\) is also a unit, take \(G=T^{-1}\), so that \(S_0^{-1}=S_0^{-1}(S_0G_{00})=G_{00}\).

### The file

```lean
import Mathlib

open Matrix

namespace LsmsElimination

noncomputable section

variable {R : Type*} [Ring R]

/-- Couplings `b k` from site `k` to site `k + 1`, placed on the first upper diagonal. -/
def upper (n : ℕ) (b : ℕ → R) : Matrix (Fin (n + 1)) (Fin (n + 1)) R :=
  Matrix.of fun i j => if (j : ℕ) = i + 1 then b i else 0

/-- Couplings `c k` from site `k + 1` to site `k`, placed on the first lower diagonal. -/
def lower (n : ℕ) (c : ℕ → R) : Matrix (Fin (n + 1)) (Fin (n + 1)) R :=
  Matrix.of fun i j => if (i : ℕ) = j + 1 then c j else 0

/-- The block-tridiagonal cluster matrix on sites `0, ..., n`. -/
def tridiag (n : ℕ) (A B C : ℕ → R) : Matrix (Fin (n + 1)) (Fin (n + 1)) R :=
  diagonal (fun i : Fin (n + 1) => A i) + upper n B + lower n C

/-- `schur A B C m k`: the block of site `k` after `m` elimination steps, which remove the
sites `k + m, ..., k + 1`. -/
def schur (A B C : ℕ → R) : ℕ → ℕ → R
  | 0, k => A k
  | m + 1, k => A k - B k * Ring.inverse (schur A B C m (k + 1)) * C k

/-- The pivot block `S_k` of the cluster with last site `n`. -/
def pivot (n : ℕ) (A B C : ℕ → R) (k : ℕ) : R := schur A B C (n - k) k

/-- The pivots obey `S_n = A_n` and `S_k = A_k - B_k S_(k+1)⁻¹ C_k` for `k < n`. -/
theorem pivot_recursion (n : ℕ) (A B C : ℕ → R) :
    pivot n A B C n = A n ∧ ∀ k < n,
      pivot n A B C k = A k - B k * Ring.inverse (pivot n A B C (k + 1)) * C k := by
  refine ⟨by simp [pivot, schur], fun k hk => ?_⟩
  have h : n - k = (n - (k + 1)) + 1 := by omega
  unfold pivot
  rw [h]
  rfl

/-- If `N` only couples a site to sites of strictly higher level `f`, then `1 + N` is
invertible. -/
theorem isUnit_one_add_of_graded {ι : Type*} [Fintype ι] [DecidableEq ι] (f : ι → ℕ)
    (N : Matrix ι ι R) (h : ∀ i j, f j ≤ f i → N i j = 0) : IsUnit (1 + N) := by
  -- `N ^ k` raises the level by at least `k`, so `N` is nilpotent
  have key : ∀ k i j, f j < f i + k → (N ^ k) i j = 0 := by
    intro k
    induction k with
    | zero =>
      intro i j hij
      have hne : i ≠ j := by
        rintro rfl
        omega
      rw [pow_zero, Matrix.one_apply_ne hne]
    | succ k ih =>
      intro i j hij
      rw [pow_succ, Matrix.mul_apply]
      refine Finset.sum_eq_zero fun l _ => ?_
      by_cases hl : f l < f i + k
      · rw [ih i l hl, zero_mul]
      · rw [h l j (by omega), mul_zero]
  refine IsNilpotent.isUnit_one_add ⟨Finset.univ.sup f + 1, ?_⟩
  ext i j
  have hj : f j ≤ Finset.univ.sup f := Finset.le_sup (f := f) (Finset.mem_univ j)
  exact key _ i j (by omega)

/-- An upper-diagonal times a lower-diagonal coupling matrix is site-diagonal, with entries
`u k * c k` for `k < n` and zero at the last site. -/
theorem upper_mul_lower (n : ℕ) (u c : ℕ → R) :
    upper n u * lower n c =
      diagonal fun i : Fin (n + 1) => if (i : ℕ) < n then u i * c i else 0 := by
  ext i j
  rw [Matrix.mul_apply]
  by_cases hi : (i : ℕ) < n
  · rw [Finset.sum_eq_single (⟨i + 1, by omega⟩ : Fin (n + 1))]
    · by_cases hij : i = j
      · subst hij
        simp [upper, lower, hi]
      · have hv : (i : ℕ) ≠ j := fun e => hij (Fin.ext e)
        simp [upper, lower, diagonal_apply_ne _ hij, hv]
    · intro l _ hl
      have hv : (l : ℕ) ≠ i + 1 := fun e => hl (Fin.ext e)
      simp [upper, hv]
    · simp
  · rw [Finset.sum_eq_zero]
    · simp [diagonal_apply, hi]
    · intro l _
      have hv : (l : ℕ) ≠ i + 1 := by
        have := l.isLt
        omega
      simp [upper, hv]

variable {n : ℕ} {A B C : ℕ → R}

local notation "S" => pivot n A B C

local notation "U" => upper n fun k => B k * Ring.inverse (pivot n A B C (k + 1))

local notation "L" => lower n fun k => Ring.inverse (pivot n A B C (k + 1)) * C k

local notation "D" => diagonal fun i : Fin (n + 1) => pivot n A B C i

/-- If `S_1, ..., S_n` are invertible, the cluster matrix factors as `(1 + U) D (1 + L)` with
`D = diag S_k`, `U_k = B_k S_(k+1)⁻¹`, `L_k = S_(k+1)⁻¹ C_k`, both outer factors invertible. -/
theorem udl_factorisation (hS : ∀ k, 1 ≤ k → k ≤ n → IsUnit (S k)) :
    tridiag n A B C = (1 + U) * D * (1 + L) ∧ IsUnit (1 + U) ∧ IsUnit (1 + L) := by
  refine ⟨?_, isUnit_one_add_of_graded (fun i : Fin (n + 1) => (i : ℕ)) _ fun i j h => ?_,
    isUnit_one_add_of_graded (fun i : Fin (n + 1) => n - (i : ℕ)) _ fun i j h => ?_⟩
  · have h1 : D * L = lower n C := by
      ext i j
      simp only [diagonal_mul, lower, of_apply]
      split_ifs with h
      · have := i.isLt
        rw [h, ← mul_assoc, Ring.mul_inverse_cancel _ (hS _ (by omega) (by omega)), one_mul]
      · exact mul_zero _
    have h2 : U * D = upper n B := by
      ext i j
      simp only [mul_diagonal, upper, of_apply]
      split_ifs with h
      · have := j.isLt
        rw [h, mul_assoc, Ring.inverse_mul_cancel _ (hS _ (by omega) (by omega)), mul_one]
      · exact zero_mul _
    -- the recursion restores the diagonal blocks
    have h3 : (diagonal fun i : Fin (n + 1) => A i) = D + U * lower n C := by
      rw [upper_mul_lower, diagonal_add]
      congr 1
      funext i
      by_cases hi : (i : ℕ) < n
      · simp only [if_pos hi]
        rw [(pivot_recursion n A B C).2 i hi, sub_add_cancel]
      · have e : (i : ℕ) = n := by
          have := i.isLt
          omega
        simp only [if_neg hi]
        rw [add_zero, e, (pivot_recursion n A B C).1]
    have h4 : (1 + U) * D * (1 + L) = D + U * D + D * L + U * (D * L) := by noncomm_ring
    rw [h4, h1, h2, tridiag, h3]
    abel
  · have h' : (j : ℕ) ≤ i := h
    have hv : (j : ℕ) ≠ i + 1 := by omega
    simp [upper, hv]
  · have h' : n - (j : ℕ) ≤ n - (i : ℕ) := h
    have hv : (i : ℕ) ≠ j + 1 := by
      have := i.isLt
      omega
    simp [lower, hv]

/-- If `S_1, ..., S_n` are invertible, the cluster matrix is invertible exactly when `S_0` is. -/
theorem isUnit_tridiag_iff (hS : ∀ k, 1 ≤ k → k ≤ n → IsUnit (S k)) :
    IsUnit (tridiag n A B C) ↔ IsUnit (S 0) := by
  obtain ⟨hT, ⟨u, hu⟩, ⟨l, hl⟩⟩ := udl_factorisation hS
  rw [hT, ← hu, ← hl, Units.isUnit_mul_units, Units.isUnit_units_mul]
  constructor
  · rintro ⟨d, hd⟩
    have h1 := congrFun (congrFun d.mul_inv 0) 0
    have h2 := congrFun (congrFun d.inv_mul 0) 0
    rw [hd, diagonal_mul, one_apply_eq] at h1
    rw [hd, mul_diagonal, one_apply_eq] at h2
    exact ⟨⟨_, _, h1, h2⟩, rfl⟩
  · intro h0
    have hall : ∀ i : Fin (n + 1), IsUnit (S i) := fun i => by
      rcases Nat.eq_zero_or_pos (i : ℕ) with e | e
      · rw [e]; exact h0
      · exact hS i e (Nat.le_of_lt_succ i.isLt)
    refine ⟨⟨D, diagonal fun i : Fin (n + 1) => Ring.inverse (S i), ?_, ?_⟩, rfl⟩
    · simp [diagonal_mul_diagonal, Ring.mul_inverse_cancel _ (hall _)]
    · simp [diagonal_mul_diagonal, Ring.inverse_mul_cancel _ (hall _)]

/-- If `S_1, ..., S_n` are invertible and `G` is a right inverse of the cluster matrix, then
`S_0 G_00 = 1` and `G_(k+1,0) = -S_(k+1)⁻¹ C_k G_(k,0)`. -/
theorem first_column (hS : ∀ k, 1 ≤ k → k ≤ n → IsUnit (S k))
    (G : Matrix (Fin (n + 1)) (Fin (n + 1)) R) (hG : tridiag n A B C * G = 1) :
    S 0 * G 0 0 = 1 ∧ ∀ k : Fin n,
      G k.succ 0 = -(Ring.inverse (S (k + 1)) * C k * G k.castSucc 0) := by
  obtain ⟨hT, ⟨u, hu⟩, -⟩ := udl_factorisation hS
  rw [hT, ← hu, mul_assoc, mul_assoc] at hG
  -- `D (1 + L) G` is the inverse of `1 + U`, whose first column is `e_0`
  have e : D * ((1 + L) * G) = ↑u⁻¹ := by
    rw [← Units.inv_mul_cancel_left u (D * ((1 + L) * G)), hG, mul_one]
  have col : ∀ i : Fin (n + 1),
      S i * (G i 0 + (L * G) i 0) = (1 : Matrix (Fin (n + 1)) (Fin (n + 1)) R) i 0 := by
    intro i
    have h := congrFun (congrFun u.inv_mul i) 0
    rw [hu, mul_add, mul_one, Matrix.add_apply, Matrix.mul_apply,
      Finset.sum_eq_zero (fun l _ => by simp [upper]), add_zero, ← e, diagonal_mul,
      add_mul, one_mul, Matrix.add_apply] at h
    exact h
  refine ⟨?_, fun k => ?_⟩
  · have h := col 0
    rw [Matrix.mul_apply, Finset.sum_eq_zero (fun l _ => by simp [lower]), add_zero,
      one_apply_eq] at h
    exact h
  · have h := col k.succ
    have hk : (L * G) k.succ 0 = Ring.inverse (S (k + 1)) * C k * G k.castSucc 0 := by
      rw [Matrix.mul_apply, Finset.sum_eq_single k.castSucc]
      · simp [lower]
      · intro l _ hl
        have hv : (k : ℕ) ≠ l := fun e => hl (Fin.ext e.symm)
        simp [lower, hv]
      · simp
    rw [one_apply_ne (Fin.succ_ne_zero k), hk, Fin.val_succ,
      (hS (k + 1) (by omega) k.isLt).mul_right_eq_zero] at h
    exact eq_neg_of_add_eq_zero_left h

/-- Tridiagonal elimination: if all pivots `S_0, ..., S_n` are invertible, the cluster matrix is
invertible and the `(0, 0)` entry of its inverse is the inverse of the block obtained at site `0`
after `n` elimination steps. -/
theorem lsms_central_block (hS : ∀ k ≤ n, IsUnit (S k)) :
    IsUnit (tridiag n A B C) ∧
      Ring.inverse (tridiag n A B C) 0 0 = Ring.inverse (schur A B C n 0) := by
  have h0 := hS 0 (Nat.zero_le n)
  have hT := (isUnit_tridiag_iff fun k _ hk => hS k hk).2 h0
  have h := (first_column (fun k _ hk => hS k hk) _ (Ring.mul_inverse_cancel _ hT)).1
  refine ⟨hT, ?_⟩
  change _ = Ring.inverse (S 0)
  rw [← mul_one (Ring.inverse (S 0)), ← h, ← mul_assoc, Ring.inverse_mul_cancel _ h0, one_mul]

/-- A two-site cluster of `2 × 2` blocks with non-commuting couplings and invertible pivots. -/
theorem lsms_central_block_witness :
    (!![0, 2; 0, 0] * !![0, 0; 2, 0] : Matrix (Fin 2) (Fin 2) ℚ) ≠
        !![0, 0; 2, 0] * !![0, 2; 0, 0] ∧
      ∀ k ≤ 1, IsUnit (pivot 1 (fun _ => (1 : Matrix (Fin 2) (Fin 2) ℚ))
        (fun _ => !![0, 2; 0, 0]) (fun _ => !![0, 0; 2, 0]) k) := by
  refine ⟨fun h => ?_, fun k hk => ?_⟩
  · have h0 := congrFun (congrFun h 0) 0
    norm_num [Matrix.mul_apply, Fin.sum_univ_succ] at h0
  · interval_cases k
    · rw [Matrix.isUnit_iff_isUnit_det, isUnit_iff_ne_zero, det_fin_two]
      norm_num [pivot, schur, Matrix.mul_apply, Fin.sum_univ_succ, Matrix.one_apply]
    · simp [pivot, schur]

/-- The two-site matrix with zero diagonal and unit couplings is invertible although its pivot
`S_1` is not. -/
theorem pivot_condition_not_necessary :
    IsUnit (tridiag 1 (fun _ => (0 : ℤ)) (fun _ => 1) (fun _ => 1)) ∧
      ¬ IsUnit (pivot 1 (fun _ => (0 : ℤ)) (fun _ => 1) (fun _ => 1) 1) := by
  refine ⟨?_, by simp [pivot, schur]⟩
  have h : tridiag 1 (fun _ => (0 : ℤ)) (fun _ => 1) (fun _ => 1) *
      tridiag 1 (fun _ => (0 : ℤ)) (fun _ => 1) (fun _ => 1) = 1 := by
    ext i j
    fin_cases i <;> fin_cases j <;> decide
  exact ⟨⟨_, _, h, h⟩, rfl⟩

end

end LsmsElimination
```

```lean
#print axioms LsmsElimination.lsms_central_block
#print axioms LsmsElimination.pivot_condition_not_necessary
```

```
'LsmsElimination.lsms_central_block' depends on axioms: [propext, Classical.choice, Quot.sound]
'LsmsElimination.pivot_condition_not_necessary' depends on axioms: [propext, Classical.choice, Quot.sound]
```

### Remarks on the proof

`pivot_recursion` rewrites \(n-k\) as \((n-(k+1))+1\) and unfolds `schur` once. Step 1 is `isUnit_one_add_of_graded`: `key` is the induction with the two cases on \(f(l)\), and `IsNilpotent.isUnit_one_add` supplies the inverse at exponent `Finset.univ.sup f + 1`. Step 2 is `upper_mul_lower`, where `Finset.sum_eq_single` keeps the term \(l=i+1\) and the last row sums to zero.

In `udl_factorisation`, `h1` and `h2` are the products \(DL\) and \(UD\), `h3` rebuilds the diagonal from the recursion, and `h4` is the expansion by `noncomm_ring`. In `isUnit_tridiag_iff`, `Units.isUnit_mul_units` and `Units.isUnit_units_mul` strip the outer factors as in step 4. In `first_column`, `e` is \(D(1+L)G=V\), `col` is the displayed equation of step 5, `hk` evaluates \((LG)_{k+1,0}\), and `mul_right_eq_zero` cancels \(S_{k+1}\). `lsms_central_block` applies these to `Ring.inverse` of \(T\) and performs step 6.

### Smallest cases

For \(n=0\) the matrices \(U\) and \(L\) vanish, the hypothesis on \(S_1,\dots,S_n\) is empty, and the main theorem reads \((T^{-1})_{00}=A_0^{-1}\). For \(n=1\) it is the Schur-complement formula \((T^{-1})_{00}=(A_0-B_0A_1^{-1}C_0)^{-1}\). `lsms_central_block_witness` takes \(n=1\) with rational \(2\times2\) blocks \(A_0=A_1=1\),
\[
B_0=\begin{pmatrix}0&2\\0&0\end{pmatrix},\qquad C_0=\begin{pmatrix}0&0\\2&0\end{pmatrix},
\]
and states that \(B_0C_0\ne C_0B_0\) and that both pivots are units. Explicitly, \(B_0C_0=\mathrm{diag}(4,0)\), \(C_0B_0=\mathrm{diag}(0,4)\), \(S_1=1\) and \(S_0=\mathrm{diag}(-3,1)\).

### When a pivot is not invertible

If \(S_1,\dots,S_n\) are units and \(S_0\) is not, `isUnit_tridiag_iff` shows that \(T\) has no inverse. For the other pivots, `pivot_condition_not_necessary` states that over \(\mathbb Z\) the matrix
\[
T=\begin{pmatrix}0&1\\1&0\end{pmatrix}
\]
is invertible while \(S_1=A_1=0\) is not a unit, so the pivot condition is sufficient for invertibility but not necessary. The proof checks \(T^2=1\) entry by entry. One can read off further, without a theorem in the file behind it, that \((T^{-1})_{00}=0\) here, so no integer \(S_0\) could satisfy \(S_0G_{00}=1\): the matrix has an inverse, but the elimination stops at its first step.
